# Symmetry rules for the Dzyaloshinskii–Moriya vector of a bond among finitely many heavy atoms

## Definitions and conventions

Positions and spins are vectors in \(\mathbb{R}^3\), represented as functions `Fin 3 → ℝ`. The components are numbered 0, 1, 2, so \(R_x, R_y, R_z\) are `R 0`, `R 1`, `R 2`. The cross product is written `⨯₃` and the dot product `⬝ᵥ`. The unit vectors \(e_x\) and \(e_y\) are `ex` and `ey`.

```lean
import Mathlib

open Matrix

namespace HeavyAtomDM

noncomputable section

/-- Vectors in three-dimensional space. -/
abbrev V := Fin 3 → ℝ

/-- Unit vector along `x`, the axis through the two magnetic atoms. -/
def ex : V := ![1, 0, 0]

/-- Unit vector along `y`. -/
def ey : V := ![0, 1, 0]
```

Two magnetic atoms sit at \(-a e_x\) (atom 1) and \(+a e_x\) (atom 2) for a real number \(a\), so the origin is the midpoint of the bond. The heavy atoms occupy a finite set \(L\) of sites, a `Finset V`, and a real weight \(f(R)\) gives the coupling strength through the site \(R\). The vectors from atoms 1 and 2 to \(R\) are \(R + a e_x\) and \(R - a e_x\), and the Dzyaloshinskii–Moriya (DM) vector is defined as
\[ D = \sum_{R \in L} f(R)\,(R + a e_x) \times (R - a e_x). \]
This formula is the model. It is not derived from an electronic Hamiltonian with spin–orbit coupling, and the contributions of different heavy atoms are taken to add. The weight is arbitrary, so for a given \(a\) it can absorb any dependence on distances and angles; only its values on \(L\) matter.

```lean
/-- Dzyaloshinskii-Moriya vector of magnetic atoms at `±a e_x`: each heavy atom `R ∈ L`
contributes `f(R) (R + a e_x) × (R - a e_x)`. -/
def dm (a : ℝ) (L : Finset V) (f : V → ℝ) : V :=
  ∑ R ∈ L, f R • ((R + a • ex) ⨯₃ (R - a • ex))
```

The first moment of the weighted sites is \(M = \sum_{R \in L} f(R)\,R\).

```lean
/-- First moment `M = ∑ f(R) R` of the weighted heavy-atom positions. -/
def moment (L : Finset V) (f : V → ℝ) : V := ∑ R ∈ L, f R • R
```

A map \(g\) is a symmetry of \((L, f)\) when \(g(R) \in L\) and \(f(g(R)) = f(R)\) for every \(R \in L\). Invariance of the weights is part of the hypothesis and is not deduced from the geometry of \(L\).

```lean
/-- The map `g` sends heavy-atom sites to heavy-atom sites of equal weight. -/
def IsSymmetry (g : V → V) (L : Finset V) (f : V → ℝ) : Prop :=
  ∀ R ∈ L, g R ∈ L ∧ f (g R) = f R
```

Two linear maps are used. Inversion \(R \mapsto -R\) exchanges the magnetic atoms. The mirror \((R_x, R_y, R_z) \mapsto (R_x, -R_y, R_z)\) reflects in the \(xz\) plane, which contains both of them.

```lean
/-- Inversion `R ↦ -R` through the midpoint of the magnetic atoms. -/
def inversion : V →ₗ[ℝ] V where
  toFun R := -R
  map_add' R S := neg_add R S
  map_smul' c R := by simp

/-- The mirror `y ↦ -y`. -/
def mirrorY : V →ₗ[ℝ] V where
  toFun R := ![R 0, -R 1, R 2]
  map_add' R S := by
    ext i
    fin_cases i <;> simp
    ring
  map_smul' c R := by ext i; fin_cases i <;> simp
```

For classical spins \(S_1, S_2\) on atoms 1 and 2 the antisymmetric exchange energy is \(E = D \cdot (S_1 \times S_2)\). The assignment of \(S_1\) to the atom at \(-a e_x\) is a reading of the formula, since `dmEnergy` takes three vectors and knows nothing of positions.

```lean
/-- The antisymmetric exchange energy `D · (S₁ × S₂)` of two classical spins. -/
def dmEnergy (D S₁ S₂ : V) : ℝ := D ⬝ᵥ (S₁ ⨯₃ S₂)
```

Two explicit arrangements serve as examples: \((0, \pm 1, -1)\), both with \(z = -1\), and \(\pm(0, 1, 1)\).

```lean
/-- Two heavy atoms at `(0, 1, -1)` and `(0, -1, -1)`. -/
def underPair : Finset V := {![0, 1, -1], ![0, -1, -1]}

/-- Two heavy atoms at `(0, 1, 1)` and `(0, -1, -1)`. -/
def oppositePair : Finset V := {![0, 1, 1], ![0, -1, -1]}
```

## Reduction to the first moment

For one site, bilinearity gives
\[ (R + a e_x) \times (R - a e_x) = R \times R - a\,R \times e_x + a\,e_x \times R - a^2\, e_x \times e_x = 2a\, e_x \times R, \]
because the first and last terms vanish and \(R \times e_x = -e_x \times R\). Multiplying by \(f(R)\) and summing,
\[ D = 2a \sum_{R \in L} f(R)\, e_x \times R = 2a\, e_x \times M. \]
In the proof, `hpair` is the single-site identity, checked component by component with `ring`. The map \(R \mapsto e_x \times R\) is linear, and `map_sum` and `map_smul` move it through the sum and the weights.

```lean
/-- The DM vector is `2a e_x × M`, with `M` the first moment of the heavy atoms. -/
theorem dm_eq_cross_moment (a : ℝ) (L : Finset V) (f : V → ℝ) :
    dm a L f = (2 * a) • (ex ⨯₃ moment L f) := by
  -- a single site contributes 2a e_x × R
  have hpair : ∀ R : V, (R + a • ex) ⨯₃ (R - a • ex) = (2 * a) • (ex ⨯₃ R) := by
    intro R
    ext i
    fin_cases i <;> simp [cross_apply, ex, Matrix.vecHead, Matrix.vecTail] <;> ring
  unfold dm moment
  rw [map_sum, Finset.smul_sum]
  refine Finset.sum_congr rfl fun R _ => ?_
  rw [hpair R, map_smul, smul_comm]
```

Since \(e_x \times M = (0, -M_z, M_y)\),
\[ D = \Big(0,\; -2a \sum_{R \in L} f(R) R_z,\; 2a \sum_{R \in L} f(R) R_y\Big). \]
The steps `h1` and `h2` identify \(M_y\) and \(M_z\) with the two sums, after which the cross product is expanded for a general vector \(M\).

```lean
/-- In components, `D = (0, -2a ∑ f(R) R_z, 2a ∑ f(R) R_y)`. -/
theorem dm_components (a : ℝ) (L : Finset V) (f : V → ℝ) :
    dm a L f = ![0, -2 * a * ∑ R ∈ L, f R * R 2, 2 * a * ∑ R ∈ L, f R * R 1] := by
  have h1 : moment L f 1 = ∑ R ∈ L, f R * R 1 := by simp [moment, Finset.sum_apply]
  have h2 : moment L f 2 = ∑ R ∈ L, f R * R 2 := by simp [moment, Finset.sum_apply]
  rw [dm_eq_cross_moment, ← h1, ← h2]
  generalize moment L f = M
  ext i
  fin_cases i <;> simp [cross_apply, ex]
```

The first component is zero, so \(D \cdot e_x = 0\) for every \(a\), \(L\) and \(f\). No symmetry enters; the perpendicularity comes from the cross-product form of the model.

```lean
/-- The DM vector is perpendicular to `e_x` for any heavy atoms and weights. -/
theorem dm_dot_ex (a : ℝ) (L : Finset V) (f : V → ℝ) : dm a L f ⬝ᵥ ex = 0 := by
  rw [dm_components]
  simp [ex, dotProduct, Fin.sum_univ_three]
```

For \(a \neq 0\) the factors \(\pm 2a\) can be cancelled, so \(D = 0\) holds exactly when \(\sum f(R) R_y = 0\) and \(\sum f(R) R_z = 0\). The forward direction reads off components 1 and 2 of the equation \(D = 0\) and applies `mul_eq_zero`; the converse substitutes zero for both sums. At \(a = 0\) the component formula gives \(D = 0\) whatever the sums are, which is the reason for `ha`.

```lean
/-- For `a ≠ 0`, the DM vector vanishes exactly when `∑ f(R) R_y` and `∑ f(R) R_z`
both vanish. -/
theorem dm_eq_zero_iff {a : ℝ} (ha : a ≠ 0) (L : Finset V) (f : V → ℝ) :
    dm a L f = 0 ↔ (∑ R ∈ L, f R * R 1 = 0 ∧ ∑ R ∈ L, f R * R 2 = 0) := by
  rw [dm_components]
  generalize ∑ R ∈ L, f R * R 1 = s
  generalize ∑ R ∈ L, f R * R 2 = t
  constructor
  · intro h
    have h1 : -2 * a * t = 0 := congrFun h 1
    have h2 : 2 * a * s = 0 := congrFun h 2
    exact ⟨(mul_eq_zero.mp h2).resolve_left (mul_ne_zero (by norm_num) ha),
      (mul_eq_zero.mp h1).resolve_left (mul_ne_zero (by norm_num) ha)⟩
  · rintro ⟨rfl, rfl⟩
    ext i
    fin_cases i <;> simp
```

## Symmetries fix the moment

Let \(g\) be an injective linear symmetry of \((L, f)\). Then \(g(L) \subseteq L\), and injectivity gives \(|g(L)| = |L|\), so \(g(L) = L\) because \(L\) is finite. Hence
\[ g(M) = \sum_{R \in L} f(R)\, g(R) = \sum_{R \in L} f(g(R))\, g(R) = \sum_{R' \in g(L)} f(R')\, R' = M, \]
using linearity, invariance of \(f\), relabelling by the injective map, and \(g(L) = L\). The counting argument is `himg`. The first step of the `calc` block combines linearity and invariance, the second relabels with `Finset.sum_image`, and the third uses `himg`. The map \(g\) need not be orthogonal.

```lean
/-- An injective linear symmetry of the sites and weights leaves the first moment fixed. -/
theorem moment_fixed (g : V →ₗ[ℝ] V) (hg : Function.Injective g) {L : Finset V}
    {f : V → ℝ} (h : IsSymmetry g L f) : g (moment L f) = moment L f := by
  -- g maps the finite set L injectively into itself, hence permutes it
  have himg : L.image g = L := by
    refine Finset.eq_of_subset_of_card_le ?_ (Finset.card_image_of_injective L hg).ge
    intro x hx
    obtain ⟨R, hR, rfl⟩ := Finset.mem_image.mp hx
    exact (h R hR).1
  calc g (moment L f) = ∑ R ∈ L, f (g R) • g R := by
        rw [moment, map_sum]
        exact Finset.sum_congr rfl fun R hR => by rw [map_smul, (h R hR).2]
    _ = ∑ R ∈ L.image g, f R • R := by
        rw [Finset.sum_image (fun x _ y _ hxy => hg hxy)]
    _ = moment L f := by rw [himg, moment]
```

For inversion the result reads \(-M = M\), so each component satisfies \(-M_i = M_i\) and vanishes, which `linarith` concludes. Then \(D = 2a\, e_x \times 0 = 0\) for every \(a\).

```lean
/-- If sites and weights are inversion symmetric, the DM vector vanishes. -/
theorem dm_inversion (a : ℝ) {L : Finset V} {f : V → ℝ} (h : IsSymmetry inversion L f) :
    dm a L f = 0 := by
  have hneg : -moment L f = moment L f :=
    moment_fixed inversion (fun _ _ hxy => neg_injective hxy) h
  have hM : moment L f = 0 := by
    ext i
    have hi : -(moment L f i) = moment L f i := congrFun hneg i
    show moment L f i = 0
    linarith
  rw [dm_eq_cross_moment, hM, map_zero, smul_zero]
```

For the mirror, the \(y\) component of \(g(M) = M\) reads \(-M_y = M_y\), so \(\sum f(R) R_y = 0\). The \(z\) component of \(D\) drops out and
\[ D = -2a \Big(\sum_{R \in L} f(R) R_z\Big) e_y. \]
The step `hinj` supplies injectivity of the mirror, `h1` is the equation for \(M_y\), and `hs` is the vanishing sum inserted into `dm_components`.

```lean
/-- If sites and weights are symmetric under `y ↦ -y`, then `D = -2a (∑ f(R) R_z) e_y`. -/
theorem dm_mirrorY (a : ℝ) {L : Finset V} {f : V → ℝ} (h : IsSymmetry mirrorY L f) :
    dm a L f = (-2 * a * ∑ R ∈ L, f R * R 2) • ey := by
  have hinj : Function.Injective mirrorY := by
    intro x y hxy
    have h0 : x 0 = y 0 := congrFun hxy 0
    have h1 : -x 1 = -y 1 := congrFun hxy 1
    have h2 : x 2 = y 2 := congrFun hxy 2
    ext i
    fin_cases i
    · exact h0
    · exact neg_injective h1
    · exact h2
  -- the mirror forces M_y = -M_y
  have h1 : -(moment L f 1) = moment L f 1 := congrFun (moment_fixed mirrorY hinj h) 1
  have hm : moment L f 1 = ∑ R ∈ L, f R * R 1 := by simp [moment, Finset.sum_apply]
  have hs : ∑ R ∈ L, f R * R 1 = 0 := by linarith
  rw [dm_components, hs]
  generalize ∑ R ∈ L, f R * R 2 = t
  ext i
  fin_cases i <;> simp [ey]
```

These two theorems agree with two of Moriya's symmetry rules: an inversion centre at the midpoint gives \(D = 0\), and a mirror plane containing the bond makes \(D\) perpendicular to that plane. Those rules concern any bilinear antisymmetric coupling that respects the crystal symmetry, whereas the theorems here are about the vector `dm` and about these two operations.

## Heavy atoms on one side

Assume the mirror symmetry, \(a > 0\), \(L\) nonempty, and \(f(R) > 0\) and \(R_z < 0\) for all \(R \in L\). Every term \(f(R) R_z\) is negative and there is at least one, so
\[ -\sum_{R \in L} f(R) R_z > 0, \qquad -2a \sum_{R \in L} f(R) R_z > 0. \]
The theorem states three things: the formula for \(D\) along \(e_y\), positivity of its coefficient, and \(D \neq 0\). An empty \(L\) satisfies the three conditions on sites vacuously and gives \(D = 0\), so `hL` is needed. `Finset.sum_pos` gives the first inequality and `nlinarith` multiplies it by \(a\). If \(D\) were zero, `dm_eq_zero_iff` would force \(\sum f(R) R_z = 0\), contradicting `hs`.

```lean
/-- For `a > 0` and a nonempty set of heavy atoms with `R_z < 0`, positive weights and the
symmetry `y ↦ -y`: `D = -2a (∑ f(R) R_z) e_y` with a positive coefficient, and `D ≠ 0`. -/
theorem dm_interface {a : ℝ} (ha : 0 < a) {L : Finset V} {f : V → ℝ} (hL : L.Nonempty)
    (h : IsSymmetry mirrorY L f) (hf : ∀ R ∈ L, 0 < f R) (hz : ∀ R ∈ L, R 2 < 0) :
    dm a L f = (-2 * a * ∑ R ∈ L, f R * R 2) • ey ∧
      0 < -2 * a * ∑ R ∈ L, f R * R 2 ∧ dm a L f ≠ 0 := by
  -- every term f(R) R_z is negative
  have hs : 0 < ∑ R ∈ L, -(f R * R 2) :=
    Finset.sum_pos (fun R hR => neg_pos.mpr (mul_neg_of_pos_of_neg (hf R hR) (hz R hR))) hL
  rw [Finset.sum_neg_distrib] at hs
  refine ⟨dm_mirrorY a h, by nlinarith [mul_pos ha hs], fun h0 => ?_⟩
  have h2 := ((dm_eq_zero_iff ha.ne' L f).mp h0).2
  linarith
```

The geometry is that of a magnetic bond lying above a heavy-metal substrate, and for one bond with \(a > 0\), finitely many additive sites below it, the mirror symmetry \(y \mapsto -y\) and positive weights the theorem fixes the direction and sign of the model vector `dm`. Without the mirror symmetry \(D\) can also have a \(z\) component: the single site \((0, 1, -1)\) with \(f = 1\) gives \(D = (0, 2a, 2a)\). The sign of \(f\) is an input.

## The energy of two spins

With the mirror symmetry, only the \(y\) component of \(S_1 \times S_2\) enters the energy:
\[ E = -2a \Big(\sum_{R \in L} f(R) R_z\Big)\,(S_{1z} S_{2x} - S_{1x} S_{2z}). \]
No sign conditions are imposed, the spins have arbitrary length and direction, and their \(y\) components are absent from the result. The step `hy` evaluates \(e_y \cdot (S_1 \times S_2)\), and `smul_dotProduct` takes the coefficient outside.

```lean
/-- With the symmetry `y ↦ -y`, the energy of two arbitrary spins is
`D · (S₁ × S₂) = -2a (∑ f(R) R_z) (S₁z S₂x - S₁x S₂z)`. -/
theorem dmEnergy_mirrorY (a : ℝ) {L : Finset V} {f : V → ℝ} (h : IsSymmetry mirrorY L f)
    (S₁ S₂ : V) :
    dmEnergy (dm a L f) S₁ S₂ =
      (-2 * a * ∑ R ∈ L, f R * R 2) * (S₁ 2 * S₂ 0 - S₁ 0 * S₂ 2) := by
  have hy : ey ⬝ᵥ (S₁ ⨯₃ S₂) = S₁ 2 * S₂ 0 - S₁ 0 * S₂ 2 := by
    simp [ey, cross_apply, dotProduct, Fin.sum_univ_three]
  rw [dmEnergy, dm_mirrorY a h, smul_dotProduct, smul_eq_mul, hy]
```

For unit spins \(S_k = (\sin\theta_k, 0, \cos\theta_k)\), with \(\theta_k\) the angle from the \(z\) axis towards \(x\), the last bracket becomes \(\sin(\theta_2 - \theta_1)\), so a nonzero coefficient distinguishes the two senses of rotation in the \(xz\) plane; this trigonometric rewriting is not among the Lean statements.

## Explicit arrangements

Take \(f = 1\). The mirror exchanges \((0, 1, -1)\) and \((0, -1, -1)\), both have \(R_z = -1 < 0\), and \(\sum f(R) R_z = -2\), so \(D = -2a \cdot (-2)\, e_y = 4a\, e_y\) for every \(a\). Inversion exchanges \((0, 1, 1)\) and \((0, -1, -1)\), so `oppositePair` meets the hypothesis of `dm_inversion`. In the proof, `hs` checks the mirror site by site, `hne` shows that the two sites of `underPair` differ so that the sum has two terms, and `hsum` evaluates it.

```lean
/-- With unit weights, the pair `(0, ±1, -1)` is symmetric under `y ↦ -y`, has `R_z < 0` and
gives `D = 4a e_y`, and the pair `±(0, 1, 1)` is inversion symmetric. -/
theorem symmetry_witness (a : ℝ) :
    IsSymmetry mirrorY underPair (fun _ => 1) ∧ (∀ R ∈ underPair, R 2 < 0) ∧
      dm a underPair (fun _ => 1) = (4 * a) • ey ∧
      IsSymmetry inversion oppositePair (fun _ => 1) := by
  have hs : IsSymmetry mirrorY underPair (fun _ => 1) := by
    intro R hR
    refine ⟨?_, rfl⟩
    simp only [underPair, Finset.mem_insert, Finset.mem_singleton] at hR ⊢
    rcases hR with rfl | rfl
    · right; ext i; fin_cases i <;> simp [mirrorY]
    · left; ext i; fin_cases i <;> simp [mirrorY]
  have hne : (![0, 1, -1] : V) ≠ ![0, -1, -1] := fun h => by
    have h1 : (1 : ℝ) = -1 := congrFun h 1
    norm_num at h1
  have hsum : ∑ R ∈ underPair, (1 : ℝ) * R 2 = -2 := by
    rw [underPair, Finset.sum_pair hne]
    show (1 : ℝ) * (-1) + 1 * (-1) = -2
    norm_num
  refine ⟨hs, ?_, ?_, ?_⟩
  · intro R hR
    simp only [underPair, Finset.mem_insert, Finset.mem_singleton] at hR
    rcases hR with rfl | rfl <;> (show (-1 : ℝ) < 0; norm_num)
  · rw [dm_mirrorY a hs]
    show (-2 * a * ∑ R ∈ underPair, (1 : ℝ) * R 2) • ey = _
    rw [hsum, show -2 * a * -2 = 4 * a by ring]
  · intro R hR
    refine ⟨?_, rfl⟩
    simp only [oppositePair, Finset.mem_insert, Finset.mem_singleton] at hR ⊢
    rcases hR with rfl | rfl
    · right; ext i; fin_cases i <;> simp [inversion]
    · left; ext i; fin_cases i <;> simp [inversion]

end

end HeavyAtomDM
```

```lean
#print axioms HeavyAtomDM.dm_dot_ex
#print axioms HeavyAtomDM.dm_inversion
#print axioms HeavyAtomDM.dm_interface
#print axioms HeavyAtomDM.dmEnergy_mirrorY
```

```
'HeavyAtomDM.dm_dot_ex' depends on axioms: [propext, Classical.choice, Quot.sound]
'HeavyAtomDM.dm_inversion' depends on axioms: [propext, Classical.choice, Quot.sound]
'HeavyAtomDM.dm_interface' depends on axioms: [propext, Classical.choice, Quot.sound]
'HeavyAtomDM.dmEnergy_mirrorY' depends on axioms: [propext, Classical.choice, Quot.sound]
```
